# A Gaussian that couples two particles is not a finite sum of orbital products

Two electrons repel each other, so the amplitude for finding one at x depends on where the other is. An explicitly correlated Gaussian puts this dependence into the basis function itself, through a term that mixes the two coordinates. A configuration-interaction expansion builds it from products of orbitals, each of which sees one electron only. Can a large enough orbital basis reproduce even a single correlated Gaussian exactly?

For two particles on a line, take

G(x, y) = exp(−a x² − b y² + c x y),

with real a, b and c. The letter c is the coupling between the coordinates, not a contraction coefficient. If c ≠ 0, there is no finite r and no choice of functions fₖ, gₖ for which

G(x, y) = Σₖ fₖ(x) gₖ(y), k = 0, …, r − 1,

holds at all real x and y. The functions may be complex and need not be continuous or normalisable. There is also a statement on finite grids: an r-term sum already fails at some point of every grid formed by r + 1 distinct x-values and the y-values 0, h, …, rh, where h ≠ 0 is a grid spacing.

For several coordinates and a real symmetric matrix A, exp(−xᵀAx) is a finite sum of products of one-coordinate functions exactly when A is diagonal.

## Orbital bases and low-rank tables

For this one-dimensional pair model, the result separates two kinds of electronic-structure basis: no finite set of orbitals contains a coupled Gaussian exactly in its product space. Suppose a code uses m spatial orbitals χₚ and a full coefficient matrix C. Its two-particle function is

Σₚ Σ_q Cₚ_q χₚ(x) χ_q(y) = Σₚ χₚ(x) [Σ_q Cₚ_q χ_q(y)].

The sum therefore has m terms in the sense used here, not m². A comparison with G on an (m + 1) by (m + 1) grid of the stated kind must show a discrepancy at some point, although it may be far too small to see in floating point.

The same count applies when a code compresses a table of G by a singular value decomposition. If c ≠ 0, the table on n distinct x-values and n equally spaced y-values has full rank n. A smaller numerical rank reflects the chosen tolerance or rounding, and it should be reported with that tolerance. Such compression can still be very effective: on a bounded region, the Taylor series of exp(cxy) supplies finite product sums as accurate as desired.

## From a Vandermonde determinant to the missing expansion

First consider any sum of r products, sampled at n points in each variable, with n > r. Its table is

Tᵢⱼ = Σₖ fₖ(xᵢ) gₖ(yⱼ).

This is a matrix product T = FW, where F has entries Fᵢₖ = fₖ(xᵢ) and r columns, and W has entries Wₖⱼ = gₖ(yⱼ). The rank of T is at most r. Since r < n, the n by n matrix T is singular and det T = 0.

Now sample the correlated Gaussian at distinct xᵢ and at yⱼ = jh, with i, j = 0, …, n − 1:

Mᵢⱼ = exp(−a xᵢ²) · exp(c h xᵢ)ʲ · exp(−b h² j²).

The first factor depends only on the row and the last only on the column. The middle factor is a power zᵢʲ of the node zᵢ = exp(c h xᵢ), so it forms a Vandermonde matrix. Hence

det M = [Πᵢ exp(−a xᵢ²)] · [Π_{i<j} (zⱼ − zᵢ)] · [Πⱼ exp(−b h² j²)].

The exponential factors are positive. If zᵢ = zⱼ, then c h xᵢ = c h xⱼ, and c ≠ 0 and h ≠ 0 give xᵢ = xⱼ. The nodes are therefore distinct and det M ≠ 0.

Set n = r + 1. If an r-term sum agreed with G at every grid point, T and M would be the same matrix, with a determinant both zero and nonzero. So the two functions differ somewhere on the grid, and no r-term expansion holds on the whole plane. Since r was arbitrary, no finite expansion exists.

For r = 1, the argument is a cross-ratio. A nowhere-zero product f(x)g(y) has T₀₀T₁₁/(T₀₁T₁₀) = 1, while the Gaussian gives

M₀₀M₁₁/(M₀₁M₁₀) = exp[c h (x₁ − x₀)] ≠ 1.

The Gaussian geminal is a special case, because

−γ(x − y)² = −γx² − γy² + 2γxy.

Here a = b = γ and c = 2γ, which is nonzero when γ ≠ 0.

For many coordinates, choose i ≠ j, set xᵢ = s and xⱼ = t, and set all other coordinates to zero. Symmetry of A gives

xᵀAx = Aᵢᵢ s² + Aⱼⱼ t² + 2Aᵢⱼ s t.

Hence exp(−xᵀAx) becomes a pair Gaussian in s and t with coupling −2Aᵢⱼ. A finite expansion Σₖ Πₗ φₖₗ(xₗ) would restrict to

Σₖ φₖᵢ(s) [φₖⱼ(t) Π_{l≠i,j} φₖₗ(0)],

which is a finite sum of products in s and t. The pair result forces Aᵢⱼ = 0. This holds for every pair i ≠ j, so A is diagonal.

Conversely, if A is diagonal,

exp(−xᵀAx) = exp(−Σᵢ Aᵢᵢ xᵢ²) = Πᵢ exp(−Aᵢᵢ xᵢ²),

and one product suffices.

The same determinant argument handles shifted centres. Replace the two one-particle Gaussians by any functions u(x) and v(y) that vanish nowhere. Then u(x)v(y)exp(cxy) with c ≠ 0 has no finite product expansion either, since u and v only change the nonzero diagonal factors. The choice u(x) = exp[−a(x − X)²] and v(y) = exp[−b(y − Y)²], with real centres X and Y, gives the shifted Gaussian exp[−a(x − X)² − b(y − Y)² + cxy].

## The complete Lean source

```lean
import Mathlib

open Matrix

namespace CorrelatedGaussianExpansion

noncomputable section

/-- The correlated Gaussian `exp(-a x² - b y² + c x y)` of two coordinates, with coupling `c`. -/
def pairGaussian (a b c x y : ℝ) : ℝ :=
  Real.exp (-a * x ^ 2 - b * y ^ 2 + c * x * y)

/-- The correlated Gaussian `exp(-xᵀ A x)` of finitely many coordinates. -/
def correlatedGaussian {ι : Type*} [Fintype ι] (A : Matrix ι ι ℝ) (x : ι → ℝ) : ℝ :=
  Real.exp (-(x ⬝ᵥ A *ᵥ x))

/-- An `n` by `n` table of values of a sum of `r` products has zero determinant if `r < n`. -/
theorem det_sum_products_eq_zero {K : Type*} [Field K] {r n : ℕ} (hr : r < n)
    (f g : Fin r → Fin n → K) :
    (Matrix.of fun i j : Fin n => ∑ k, f k i * g k j).det = 0 := by
  -- the table factors through an `r`-dimensional space
  let F : Matrix (Fin n) (Fin r) K := Matrix.of fun i k => f k i
  let G : Matrix (Fin r) (Fin n) K := Matrix.of fun k j => g k j
  have hFG : (Matrix.of fun i j : Fin n => ∑ k, f k i * g k j) = F * G := by
    ext i j
    simp [F, G, Matrix.mul_apply]
  rw [hFG]
  by_contra hdet
  have hu : IsUnit (F * G) :=
    (Matrix.isUnit_iff_isUnit_det _).2 (isUnit_iff_ne_zero.2 hdet)
  have h1 := Matrix.rank_of_isUnit _ hu
  have h2 := (Matrix.rank_mul_le_left F G).trans (Matrix.rank_le_card_width F)
  rw [h1] at h2
  simp only [Fintype.card_fin] at h2
  omega

/-- For nonzero coupling, the values of the pair Gaussian at `n` distinct points `x i` and
`n` equally spaced points `0, h, 2h, …` with `h ≠ 0` form a matrix of nonzero determinant. -/
theorem det_samples_ne_zero (a b : ℝ) {c h : ℝ} (hc : c ≠ 0) (hh : h ≠ 0) {n : ℕ}
    (x : Fin n → ℝ) (hx : Function.Injective x) :
    (Matrix.of fun i j : Fin n => pairGaussian a b c (x i) (h * ((j : ℕ) : ℝ))).det ≠ 0 := by
  -- the one-particle factors are diagonal, the coupling is a Vandermonde matrix
  have hM : (Matrix.of fun i j : Fin n => pairGaussian a b c (x i) (h * ((j : ℕ) : ℝ))) =
      Matrix.diagonal (fun i => Real.exp (-a * x i ^ 2)) *
        Matrix.vandermonde (fun i => Real.exp (c * x i * h)) *
        Matrix.diagonal (fun j : Fin n => Real.exp (-b * (h * ((j : ℕ) : ℝ)) ^ 2)) := by
    ext i j
    simp only [Matrix.mul_diagonal, Matrix.diagonal_mul, Matrix.vandermonde_apply,
      Matrix.of_apply, pairGaussian]
    rw [← Real.exp_nat_mul, ← Real.exp_add, ← Real.exp_add]
    congr 1
    ring
  rw [hM, Matrix.det_mul, Matrix.det_mul, Matrix.det_diagonal, Matrix.det_diagonal]
  refine mul_ne_zero (mul_ne_zero
    (Finset.prod_ne_zero_iff.2 fun i _ => (Real.exp_pos _).ne')
    (Matrix.det_vandermonde_ne_zero_iff.2 ?_))
    (Finset.prod_ne_zero_iff.2 fun i _ => (Real.exp_pos _).ne')
  intro i j hij
  have h1 : c * x i * h = c * x j * h := Real.exp_injective hij
  exact hx (mul_left_cancel₀ hc (mul_right_cancel₀ hh h1))

/-- For nonzero coupling, a sum of `r` orbital products differs from the pair Gaussian at some
point of every grid made of `r + 1` distinct points `x i` and the `r + 1` points
`0, h, …, r h` with `h ≠ 0`. -/
theorem exists_grid_mismatch (a b : ℝ) {c h : ℝ} (hc : c ≠ 0) (hh : h ≠ 0) {r : ℕ}
    (f g : Fin r → ℝ → ℂ) (x : Fin (r + 1) → ℝ) (hx : Function.Injective x) :
    ∃ i j : Fin (r + 1), (pairGaussian a b c (x i) (h * ((j : ℕ) : ℝ)) : ℂ) ≠
      ∑ k, f k (x i) * g k (h * ((j : ℕ) : ℝ)) := by
  by_contra! hcon
  have hz := det_sum_products_eq_zero (Nat.lt_succ_self r)
    (fun k i => f k (x i)) (fun k j => g k (h * ((j : ℕ) : ℝ)))
  have e : Complex.ofRealHom (Matrix.of fun i j : Fin (r + 1) =>
      pairGaussian a b c (x i) (h * ((j : ℕ) : ℝ))).det = 0 := by
    rw [RingHom.map_det]
    exact (congrArg Matrix.det (Matrix.ext fun i j => hcon i j)).trans hz
  exact det_samples_ne_zero a b hc hh x hx (Complex.ofReal_eq_zero.1 e)

/-- A pair Gaussian with nonzero coupling is not a finite sum of products of one-particle
functions, whatever complex functions are used. -/
theorem no_finite_orbital_expansion (a b : ℝ) {c : ℝ} (hc : c ≠ 0) :
    ¬ ∃ (r : ℕ) (f g : Fin r → ℝ → ℂ), ∀ x y : ℝ,
      (pairGaussian a b c x y : ℂ) = ∑ k, f k x * g k y := by
  rintro ⟨r, f, g, H⟩
  obtain ⟨i, j, hij⟩ := exists_grid_mismatch a b hc one_ne_zero f g
    (fun i => ((i : ℕ) : ℝ)) (fun i j hij => Fin.ext (Nat.cast_injective (R := ℝ) hij))
  exact hij (H _ _)

/-- The Gaussian geminal `exp(-γ (x - y)²)` with `γ ≠ 0` is not a finite sum of products of
one-particle functions. -/
theorem geminal_no_finite_expansion {γ : ℝ} (hγ : γ ≠ 0) :
    ¬ ∃ (r : ℕ) (f g : Fin r → ℝ → ℂ), ∀ x y : ℝ,
      (Real.exp (-γ * (x - y) ^ 2) : ℂ) = ∑ k, f k x * g k y := by
  rintro ⟨r, f, g, H⟩
  refine no_finite_orbital_expansion γ γ (mul_ne_zero two_ne_zero hγ) ⟨r, f, g, fun x y => ?_⟩
  have e : -γ * x ^ 2 - γ * y ^ 2 + 2 * γ * x * y = -γ * (x - y) ^ 2 := by ring
  rw [← H x y, pairGaussian, e]

/-- With all coordinates but two set to zero, the correlated Gaussian of a symmetric matrix `A`
is a pair Gaussian with coupling `-2 A i j`. -/
theorem correlatedGaussian_two_coords {ι : Type*} [Fintype ι] [DecidableEq ι]
    {A : Matrix ι ι ℝ} (hA : A.IsSymm) (i j : ι) (s t : ℝ) :
    correlatedGaussian A (Pi.single i s + Pi.single j t) =
      pairGaussian (A i i) (A j j) (-(2 * A i j)) s t := by
  have key : ∀ (l p : ι) (u v : ℝ),
      (Pi.single l u : ι → ℝ) ⬝ᵥ A *ᵥ (Pi.single p v : ι → ℝ) = u * A l p * v := by
    intro l p u v
    rw [single_dotProduct]
    change u * (A l ⬝ᵥ Pi.single p v) = _
    rw [dotProduct_single]
    ring
  have hsym : A j i = A i j := hA.apply i j
  rw [correlatedGaussian, pairGaussian, Matrix.mulVec_add, add_dotProduct, dotProduct_add,
    dotProduct_add, key, key, key, key, hsym]
  congr 1
  ring

/-- For a real symmetric matrix `A`, the correlated Gaussian `exp(-xᵀ A x)` is a finite sum of
products of one-coordinate functions if and only if `A` is diagonal. -/
theorem finite_expansion_iff_isDiag {ι : Type*} [Fintype ι] [DecidableEq ι]
    {A : Matrix ι ι ℝ} (hA : A.IsSymm) :
    (∃ (r : ℕ) (φ : Fin r → ι → ℝ → ℂ), ∀ x : ι → ℝ,
      (correlatedGaussian A x : ℂ) = ∑ k, ∏ i, φ k i (x i)) ↔ A.IsDiag := by
  constructor
  · rintro ⟨r, φ, H⟩ i j hij
    by_contra hne
    -- freeze every coordinate except `i` and `j` at zero
    refine no_finite_orbital_expansion (A i i) (A j j)
      (neg_ne_zero.2 (mul_ne_zero two_ne_zero hne))
      ⟨r, fun k s => φ k i s,
        fun k t => φ k j t * ∏ l ∈ (Finset.univ.erase i).erase j, φ k l 0, fun s t => ?_⟩
    rw [← correlatedGaussian_two_coords hA, H]
    refine Finset.sum_congr rfl fun k _ => ?_
    rw [← Finset.mul_prod_erase Finset.univ _ (Finset.mem_univ i),
      ← Finset.mul_prod_erase (Finset.univ.erase i) _
        (Finset.mem_erase.2 ⟨hij.symm, Finset.mem_univ j⟩)]
    have rest : ∏ l ∈ (Finset.univ.erase i).erase j,
        φ k l ((Pi.single i s + Pi.single j t : ι → ℝ) l) =
        ∏ l ∈ (Finset.univ.erase i).erase j, φ k l 0 := by
      refine Finset.prod_congr rfl fun l hl => ?_
      have h1 : l ≠ j := (Finset.mem_erase.1 hl).1
      have h2 : l ≠ i := (Finset.mem_erase.1 (Finset.mem_erase.1 hl).2).1
      simp [h1, h2]
    rw [rest]
    simp [hij, hij.symm]
  · intro hD
    -- without couplings the exponential of the sum is a single product
    refine ⟨1, fun _ i t => ((Real.exp (-(A i i * t ^ 2)) : ℝ) : ℂ), fun x => ?_⟩
    have hq : x ⬝ᵥ A *ᵥ x = ∑ i, A i i * x i ^ 2 := by
      simp only [dotProduct, Matrix.mulVec]
      refine Finset.sum_congr rfl fun i _ => ?_
      rw [Finset.sum_eq_single i (fun j _ hj => by rw [hD hj.symm, zero_mul])
        (fun hi => absurd (Finset.mem_univ i) hi)]
      ring
    rw [Fin.sum_univ_one, correlatedGaussian, hq, ← Finset.sum_neg_distrib, Real.exp_sum,
      Complex.ofReal_prod]

end

end CorrelatedGaussianExpansion
```

```lean
#print axioms CorrelatedGaussianExpansion.no_finite_orbital_expansion
#print axioms CorrelatedGaussianExpansion.geminal_no_finite_expansion
#print axioms CorrelatedGaussianExpansion.finite_expansion_iff_isDiag
```

```
'CorrelatedGaussianExpansion.no_finite_orbital_expansion' depends on axioms: [propext, Classical.choice, Quot.sound]
'CorrelatedGaussianExpansion.geminal_no_finite_expansion' depends on axioms: [propext, Classical.choice, Quot.sound]
'CorrelatedGaussianExpansion.finite_expansion_iff_isDiag' depends on axioms: [propext, Classical.choice, Quot.sound]
```

## Arbitrary orbitals, pointwise equality

`pairGaussian a b c x y` is the function G above, and `correlatedGaussian A x` is exp(−xᵀAx), without a factor of one half in the exponent. The finite type `ι` labels the coordinates. The symmetry hypothesis `A.IsSymm` fixes the usual form of the exponent matrix, and `A.IsDiag` says that all its off-diagonal entries vanish. Positive definiteness is not required, so the theorems also include Gaussians that grow at infinity and are not normalisable wave functions.

In `no_finite_orbital_expansion`, the number of terms is a natural number `r`, and the orbitals are two families `f g : Fin r → ℝ → ℂ`. `Fin r` is the index set 0, …, r − 1. Expansion coefficients have no separate symbol because they can be absorbed into `f`. Real orbitals are included as complex functions with real values. The negated existence statement ranges over all `r`, including the empty sum at r = 0.

`exists_grid_mismatch` is the form closest to a numerical comparison. Injectivity of `x` means that the sampled x-values are distinct. The conclusion supplies indices of one unequal entry, but no lower bound on the error there. It therefore gives no convergence rate and no recommended basis size.

`finite_expansion_iff_isDiag` concerns the coordinates in which A is written. An orthogonal change to normal coordinates can diagonalise A and turn the Gaussian into one product. Those new coordinates generally mix the particles, so their factors are not one-particle orbitals.

The model has one coordinate per particle, whereas an electron in a molecule has three, and a spin. For the spatial geminal exp(−γ|r₁ − r₂|²), with γ ≠ 0 and position vectors r₁ and r₂, the extension to three dimensions is short: put both electrons on one line. Each three-dimensional orbital restricts to a function of one real variable, and the one-dimensional geminal theorem applies. This extension is an argument in prose, not part of the Lean source.

Equality is required at every point, whereas square-integrable wave functions are identified when they agree almost everywhere. For continuous orbitals, including Gaussian basis functions, the two notions coincide here because both sides are continuous. The theorems treat one correlated Gaussian at a time; they make no statement about a linear combination of several, which is the usual trial function in a variational calculation.

## Rank, nodes and restriction in the Lean proof

`det_sum_products_eq_zero` writes the table as `F * G`, where the local `G` is the matrix W above, not the Gaussian. Assuming a nonzero determinant makes this matrix invertible, so its rank is n. The lemmas `rank_mul_le_left` and `rank_le_card_width` bound the same rank by r, and `omega` finds the contradiction with r < n. The lemma holds over any field, which allows complex orbitals later.

`det_samples_ne_zero` proves the factorisation into diagonal, Vandermonde and diagonal matrices entry by entry. `Real.exp_nat_mul` turns the power of a node into a single exponential, and `ring` compares the exponents. `det_vandermonde_ne_zero_iff` then reduces the determinant to distinctness of the nodes, which follows from injectivity of the exponential and cancellation of c and h.

`exists_grid_mismatch` assumes agreement at every grid point and brings the two determinant results together. The Gaussian table is real while the orbital table is complex, so `RingHom.map_det` carries the real determinant into the complex numbers. `no_finite_orbital_expansion` applies this with x-values 0, …, r and h = 1. `geminal_no_finite_expansion` supplies the expanded square.

For many coordinates, `correlatedGaussian_two_coords` evaluates the quadratic form on `Pi.single i s + Pi.single j t`, the vector with s added in position i and t in position j. The forward half of `finite_expansion_iff_isDiag` separates factors i and j from the full product with `Finset.mul_prod_erase`; the remaining factors are evaluated at zero and absorbed into the second orbital. The reverse half reduces the quadratic form to its diagonal terms, and `Real.exp_sum` turns the exponential of their sum into the single product.
